# In a finite-basis crystal model with an invertible Sternheimer operator, a perturbation of wavevector q takes a Bloch state at k to a response at k+q

To ask which wavevector an electron acquires when a phonon of wavevector \(q\) disturbs a crystal is to ask how its first-order response behaves under lattice translations, so a wavevector is modelled here as a character: the rule that assigns a phase factor to each translation. States are coordinate vectors in a finite orthonormal basis, and operators are complex matrices.

In Lean 4 with Mathlib:

```lean
import Mathlib

open Matrix
open scoped ComplexOrder

namespace MonochromaticPerturbation

noncomputable section

variable {n G : Type*} [Fintype n] [DecidableEq n] [AddCommGroup G]

/-- The Sternheimer operator `H - e + α P`. -/
def sternheimer (H P : Matrix n n ℂ) (e α : ℂ) : Matrix n n ℂ :=
  H - e • (1 : Matrix n n ℂ) + α • P

/-- `φ` is a Bloch vector of wavevector `k`: each translation `T R` multiplies it by the factor
`k R`. -/
def IsBloch (T : G → Matrix n n ℂ) (k : AddChar G ℂ) (φ : n → ℂ) : Prop :=
  ∀ R, T R *ᵥ φ = k R • φ

/-- `V` is monochromatic of wavevector `q`: moving a translation `T R` through it costs the factor
`q R`. -/
def IsMonochromatic (T : G → Matrix n n ℂ) (q : AddChar G ℂ) (V : Matrix n n ℂ) : Prop :=
  ∀ R, T R * V = q R • (V * T R)

/-- A linear equation with an invertible matrix has at most one solution. -/
theorem eq_of_mulVec_eq {A : Matrix n n ℂ} (hA : IsUnit A) {x y : n → ℂ}
    (h : A *ᵥ x = A *ᵥ y) : x = y := by
  obtain ⟨u, rfl⟩ := hA
  have h' := congrArg (fun v => (↑u⁻¹ : Matrix n n ℂ) *ᵥ v) h
  simpa [Matrix.mulVec_mulVec] using h'

/-- One translation: if `T` commutes with `Q` and with the invertible `A`, `T V = μ V T` and
`T ψ = l ψ`, then the solution of `A ψ1 = -Q V ψ` obeys `T ψ1 = l μ ψ1`. -/
theorem response_eigenvalue {T A Q V : Matrix n n ℂ} {l μ : ℂ} {ψ ψ1 : n → ℂ}
    (hA : IsUnit A) (hTA : Commute T A) (hTQ : Commute T Q)
    (hV : T * V = μ • (V * T)) (hψ : T *ᵥ ψ = l • ψ)
    (h : A *ᵥ ψ1 = -((Q * V) *ᵥ ψ)) : T *ᵥ ψ1 = (l * μ) • ψ1 := by
  have hQV : T * (Q * V) = μ • (Q * V * T) := by
    rw [← mul_assoc, hTQ.eq, mul_assoc, hV, mul_smul_comm, mul_assoc]
  -- both sides have the same image under the invertible A
  apply eq_of_mulVec_eq hA
  calc A *ᵥ (T *ᵥ ψ1) = T *ᵥ (A *ᵥ ψ1) := by
        rw [Matrix.mulVec_mulVec, Matrix.mulVec_mulVec, hTA.eq]
    _ = -((T * (Q * V)) *ᵥ ψ) := by rw [h, Matrix.mulVec_neg, Matrix.mulVec_mulVec]
    _ = -((μ • (Q * V * T)) *ᵥ ψ) := by rw [hQV]
    _ = (l * μ) • (A *ᵥ ψ1) := by
        rw [h, Matrix.smul_mulVec, ← Matrix.mulVec_mulVec ψ (Q * V) T, hψ,
          Matrix.mulVec_smul, smul_smul, mul_comm μ l, smul_neg]
    _ = A *ᵥ ((l * μ) • ψ1) := (Matrix.mulVec_smul _ _ _).symm

/-- Eigenvectors of a unitary matrix with different eigenvalues are orthogonal. -/
theorem unitary_orthogonal {T : Matrix n n ℂ} (hT : T ∈ Matrix.unitaryGroup n ℂ)
    {ν κ : ℂ} {φ χ : n → ℂ} (hφ : T *ᵥ φ = ν • φ) (hχ : T *ᵥ χ = κ • χ)
    (hne : ν ≠ κ) : star φ ⬝ᵥ χ = 0 := by
  have hU : Tᴴ * T = 1 := Matrix.mem_unitaryGroup_iff'.mp hT
  have iso : ∀ x y : n → ℂ, star (T *ᵥ x) ⬝ᵥ (T *ᵥ y) = star x ⬝ᵥ y := by
    intro x y
    rw [Matrix.star_mulVec, ← Matrix.dotProduct_mulVec, Matrix.mulVec_mulVec, hU,
      Matrix.one_mulVec]
  by_cases h0 : φ = 0
  · simp [h0]
  have hn : star φ ⬝ᵥ φ ≠ 0 := mt dotProduct_star_self_eq_zero.mp h0
  have h1 := iso φ χ
  have h2 := iso φ φ
  rw [hφ, hχ, star_smul, smul_dotProduct, dotProduct_smul, smul_eq_mul, smul_eq_mul] at h1
  rw [hφ, star_smul, smul_dotProduct, dotProduct_smul, smul_eq_mul, smul_eq_mul] at h2
  -- the eigenvalue of a nonzero vector is a pure phase
  have hν : star ν * ν = 1 := mul_right_cancel₀ hn (by linear_combination h2)
  have h3 : (ν - κ) * (star φ ⬝ᵥ χ) = 0 := by
    linear_combination (κ * (star φ ⬝ᵥ χ)) * hν - ν * h1
  exact (mul_eq_zero.mp h3).resolve_left (sub_ne_zero.mpr hne)

/-- Wavevector selection rule: let the unitary translations commute with `H` and `P`, and let
`H - e + α P` be invertible. The Sternheimer response of a Bloch vector `k` to a perturbation of
wavevector `q` is a Bloch vector of the combined wavevector (the product of the characters), and
is orthogonal to all Bloch vectors of any other wavevector. -/
theorem response_wavevector {T : G → Matrix n n ℂ} {H P V : Matrix n n ℂ} {e α : ℂ}
    {k q : AddChar G ℂ} {ψ ψ1 : n → ℂ}
    (hT : ∀ R, T R ∈ Matrix.unitaryGroup n ℂ)
    (hH : ∀ R, Commute (T R) H) (hP : ∀ R, Commute (T R) P)
    (hA : IsUnit (sternheimer H P e α)) (hV : IsMonochromatic T q V) (hψ : IsBloch T k ψ)
    (h : sternheimer H P e α *ᵥ ψ1 = -(((1 - P) * V) *ᵥ ψ)) :
    IsBloch T (k * q) ψ1 ∧
      ∀ (k' : AddChar G ℂ) (φ : n → ℂ), k' ≠ k * q → IsBloch T k' φ → star φ ⬝ᵥ ψ1 = 0 := by
  have hB : IsBloch T (k * q) ψ1 := by
    intro R
    have hTA : Commute (T R) (sternheimer H P e α) :=
      ((hH R).sub_right ((Commute.one_right _).smul_right e)).add_right ((hP R).smul_right α)
    rw [AddChar.mul_apply]
    exact response_eigenvalue hA hTA ((Commute.one_right _).sub_right (hP R)) (hV R) (hψ R) h
  refine ⟨hB, fun k' φ hk hφ => ?_⟩
  -- different characters differ on some translation
  obtain ⟨R, hR⟩ := DFunLike.ne_iff.mp hk
  exact unitary_orthogonal (hT R) (hφ R) (hB R) hR

/-- If `P` is idempotent and commutes with `H`, and `H - e + α P` is invertible, the response has
no component in the range of `P` and solves the equation without the term `α P`. -/
theorem response_projected {H P V : Matrix n n ℂ} {e α : ℂ} {ψ ψ1 : n → ℂ}
    (hPP : P * P = P) (hPH : Commute P H) (hA : IsUnit (sternheimer H P e α))
    (h : sternheimer H P e α *ᵥ ψ1 = -(((1 - P) * V) *ᵥ ψ)) :
    P *ᵥ ψ1 = 0 ∧ (H - e • (1 : Matrix n n ℂ)) *ᵥ ψ1 = -(((1 - P) * V) *ᵥ ψ) := by
  have hPA : Commute P (sternheimer H P e α) :=
    (hPH.sub_right ((Commute.one_right _).smul_right e)).add_right
      ((Commute.refl P).smul_right α)
  have hPQ : P * ((1 - P) * V) = 0 := by
    rw [← mul_assoc, mul_sub, mul_one, hPP, sub_self, zero_mul]
  have h0 : P *ᵥ ψ1 = 0 := by
    apply eq_of_mulVec_eq hA
    rw [Matrix.mulVec_mulVec, ← hPA.eq, ← Matrix.mulVec_mulVec, h, Matrix.mulVec_neg,
      Matrix.mulVec_mulVec, hPQ, Matrix.zero_mulVec, neg_zero, Matrix.mulVec_zero]
  refine ⟨h0, ?_⟩
  rw [← h, sternheimer, Matrix.add_mulVec, Matrix.smul_mulVec, h0, smul_zero, add_zero]

/-- For unitary translations, the matrix element of a perturbation of wavevector `q'` between a
Bloch vector `k` and a Bloch vector `k` plus `q` vanishes unless `q` and `q'` cancel. -/
theorem second_order_selection {T : G → Matrix n n ℂ} {V' : Matrix n n ℂ}
    {k q q' : AddChar G ℂ} {ψ ψ1 : n → ℂ} (hT : ∀ R, T R ∈ Matrix.unitaryGroup n ℂ)
    (hV' : IsMonochromatic T q' V') (hψ : IsBloch T k ψ) (hψ1 : IsBloch T (k * q) ψ1)
    (hq : q * q' ≠ 1) : star ψ ⬝ᵥ (V' *ᵥ ψ1) = 0 := by
  have hne : k ≠ k * (q * q') := fun hk =>
    hq (mul_left_cancel (a := k) (hk.symm.trans (mul_one k).symm))
  obtain ⟨R, hR⟩ := DFunLike.ne_iff.mp hne
  refine unitary_orthogonal (hT R) (hψ R) ?_ hR
  rw [Matrix.mulVec_mulVec, hV' R, Matrix.smul_mulVec, ← Matrix.mulVec_mulVec, hψ1 R,
    Matrix.mulVec_smul, smul_smul, ← mul_assoc k q q', AddChar.mul_apply (k * q) q', mul_comm]

variable [Fintype G] [DecidableEq G]

/-- Translation by `R` on a finite periodic lattice: `(T φ)(x) = φ(x + R)`. -/
def shift (R : G) : Matrix G G ℂ := Matrix.of fun x y => if y = x + R then 1 else 0

/-- The lattice average: every entry is one over the number of sites. -/
def average (G : Type*) [Fintype G] : Matrix G G ℂ :=
  Matrix.of fun _ _ => (Fintype.card G : ℂ)⁻¹

/-- On a periodic lattice of `N` sites with `H = -N P`, `P` the lattice average, `e = -N` and
`α = N`, the constant state responds to a plane-wave potential `q ≠ 1` by `-q / N`, and all
hypotheses of the selection rule hold, as does `P * P = P`. -/
theorem response_wavevector_witness (q : AddChar G ℂ) (hq : q ≠ 1) (N : ℂ)
    (hNG : N = Fintype.card G) :
    (∀ R : G, shift R ∈ Matrix.unitaryGroup G ℂ) ∧
    (∀ R : G, Commute (shift R) (-N • average G)) ∧
    (∀ R : G, Commute (shift R) (average G)) ∧
    average G * average G = average G ∧
    IsUnit (sternheimer (-N • average G) (average G) (-N) N) ∧
    IsMonochromatic shift q (Matrix.diagonal q) ∧
    IsBloch shift (1 : AddChar G ℂ) (fun _ : G => (1 : ℂ)) ∧
    sternheimer (-N • average G) (average G) (-N) N *ᵥ (fun x => -(N⁻¹ * q x)) =
      -(((1 - average G) * Matrix.diagonal q) *ᵥ (fun _ => 1)) := by
  have : Nonempty G := ⟨0⟩
  have hc : (Fintype.card G : ℂ) ≠ 0 := Nat.cast_ne_zero.mpr Fintype.card_ne_zero
  have hN : N ≠ 0 := hNG ▸ hc
  have hP : ∀ R : G, Commute (shift R) (average G) := by
    intro R
    ext x y
    have h : ∀ z, (y = z + R) ↔ (z = y - R) := fun z =>
      ⟨fun h => eq_sub_of_add_eq h.symm, fun h => (eq_sub_iff_add_eq.mp h).symm⟩
    simp [shift, average, Matrix.mul_apply, h]
  -- the Sternheimer operator is N times the identity
  have hA : sternheimer (-N • average G) (average G) (-N) N = N • (1 : Matrix G G ℂ) := by
    unfold sternheimer
    module
  refine ⟨?_, fun R => (hP R).smul_right _, hP, ?_, ?_, ?_, ?_, ?_⟩
  · intro R
    rw [Matrix.mem_unitaryGroup_iff]
    ext x y
    have hxy : (if y = x then (1 : ℂ) else 0) = if x = y then 1 else 0 :=
      if_congr eq_comm rfl rfl
    simpa [shift, Matrix.mul_apply, Matrix.star_apply, Matrix.one_apply, apply_ite star]
      using hxy
  · ext x y
    simp [average, Matrix.mul_apply, hc]
  · rw [hA]
    exact ⟨⟨N • 1, N⁻¹ • 1,
      by rw [smul_mul_smul_comm, mul_inv_cancel₀ hN, one_smul, one_mul],
      by rw [smul_mul_smul_comm, inv_mul_cancel₀ hN, one_smul, one_mul]⟩, rfl⟩
  · intro R
    ext x y
    rw [Matrix.mul_diagonal, Matrix.smul_apply, Matrix.diagonal_mul]
    by_cases h : y = x + R
    · subst h
      simp [shift, AddChar.map_add_eq_mul, mul_comm]
    · simp [shift, h]
  · intro R
    ext x
    simp [shift, Matrix.mulVec, dotProduct]
  · have hV : Matrix.diagonal q *ᵥ (fun _ : G => (1 : ℂ)) = q := by
      ext x
      simp [Matrix.mulVec_diagonal]
    -- a plane wave with q ≠ 1 averages to zero
    have hq0 : average G *ᵥ q = 0 := by
      ext x
      simp [average, Matrix.mulVec, dotProduct, ← Finset.mul_sum,
        AddChar.sum_eq_zero_of_ne_one hq]
    rw [hA, ← Matrix.mulVec_mulVec, hV, Matrix.sub_mulVec, hq0, Matrix.one_mulVec, sub_zero,
      Matrix.smul_mulVec, Matrix.one_mulVec]
    ext x
    simp [hN]

end

end MonochromaticPerturbation
```

```lean
#print axioms MonochromaticPerturbation.response_wavevector
#print axioms MonochromaticPerturbation.response_projected
#print axioms MonochromaticPerturbation.second_order_selection
```

```
'MonochromaticPerturbation.response_wavevector' depends on axioms: [propext, Classical.choice, Quot.sound]
'MonochromaticPerturbation.response_projected' depends on axioms: [propext, Classical.choice, Quot.sound]
'MonochromaticPerturbation.second_order_selection' depends on axioms: [propext, Classical.choice, Quot.sound]
```

## Wavevectors as characters, and the equation for the response

The type `G` holds the lattice translations \(R\), and `T R` is the matrix that carries one out. A wavevector is an `AddChar G ℂ`, which stands for \(R\mapsto e^{ik\cdot R}\). For an infinite `G`, this type also contains characters whose values are not all phases, but when the translations are unitary no nonzero vector is a Bloch vector of such a character. Characters multiply where wavevectors add, so `k * q` is the textbook \(k+q\), and `1` is wavevector zero. Two wavevectors that differ by a reciprocal lattice vector are the same character.

`IsBloch T k φ` says that \(T_R\varphi=k(R)\varphi\) for every \(R\); the zero vector qualifies too. `IsMonochromatic T q V` says that \(T_RV=q(R)\,VT_R\). With the convention \((T_R\varphi)(x)=\varphi(x+R)\), this describes a potential of the form \(e^{iq\cdot x}\) times a lattice-periodic function. A real distortion contains both \(q\) and \(-q\), and each part is treated separately.

The Sternheimer equation determines \(\psi_1\), the part of the first-order response of an occupied state \(\psi\) that lies in the empty states:

\[
A\psi_1=-(1-P)V\psi,\qquad A=H-e+\alpha P .
\]

Here \(H\) is the unperturbed Hamiltonian, \(e\) the energy of \(\psi\), and \(P\) the projector onto the occupied states. The number \(\alpha\) shifts the occupied levels away from \(e\), where \(H-e\) alone would be singular. Invertibility of \(A\) is assumed. For a Hermitian \(H\) and its occupied projector, it means that no empty state lies at energy \(e\) and that no shifted occupied level lands there.

`response_wavevector` takes unitary translations that commute with \(H\) and \(P\), and concludes that \(\psi_1\) is a Bloch vector of wavevector `k * q`, orthogonal to every Bloch vector of another wavevector. It uses neither Hermiticity of \(H\) nor \(P^2=P\), and \(\psi\) need not be an eigenvector of \(H\).

In density functional perturbation theory, \(V\) includes the potential induced by the electrons' own response. That this total potential is monochromatic is part of the hypothesis on \(V\). The passage from a finite basis to the continuum description of an infinite crystal is not proved here.

## Moving a translation through the equation

Take one translation \(T\), with \(T\psi=l\psi\) and \(TV=\mu VT\), and write \(Q=1-P\). Since \(T\) commutes with \(A\) and \(Q\),

\[
A(T\psi_1)=T(A\psi_1)=-TQV\psi=-\mu\,QVT\psi=-l\mu\,QV\psi=A(l\mu\,\psi_1).
\]

Multiplying by \(A^{-1}\) gives \(T\psi_1=l\mu\,\psi_1\). This is `response_eigenvalue`: its `calc` block is the chain above, `hQV` moves \(T\) through \(QV\), and `eq_of_mulVec_eq` removes \(A\).

For orthogonality, let \(T\varphi=\nu\varphi\) and \(T\chi=\kappa\chi\) with \(\nu\neq\kappa\). If \(\varphi=0\), there is nothing to show. Otherwise, unitarity gives

\[
\langle\varphi,\varphi\rangle=|\nu|^2\langle\varphi,\varphi\rangle,\qquad
\langle\varphi,\chi\rangle=\nu^*\kappa\,\langle\varphi,\chi\rangle .
\]

The first equation yields \(|\nu|^2=1\). Multiplying the second by \(\nu\) then gives \((\nu-\kappa)\langle\varphi,\chi\rangle=0\), so the inner product vanishes. In `unitary_orthogonal`, these two equations are `h2` and `h1`, and `linear_combination` does the algebra.

The main theorem applies the first result at every \(R\), with \(l=k(R)\) and \(\mu=q(R)\). \(T_R\) commutes with \(A\) because it commutes with \(H\), \(P\) and the identity. If \(k'\neq k*q\), the two characters differ at some \(R\), and orthogonality follows from that single translation.

## The projected equation and second-order matrix elements

If \(P^2=P\) and \(PH=HP\), then \(P\) commutes with \(A\), and

\[
A(P\psi_1)=PA\psi_1=-P(1-P)V\psi=0 .
\]

Hence \(P\psi_1=0\), the term \(\alpha P\psi_1\) vanishes, and \(\psi_1\) also solves \((H-e)\psi_1=-(1-P)V\psi\). This is `response_projected`.

For a second perturbation \(V'\) of wavevector \(q'\),

\[
T_RV'\psi_1=q'(R)\,V'T_R\psi_1=k(R)q(R)q'(R)\,V'\psi_1 .
\]

So \(V'\psi_1\) has wavevector \(k+q+q'\), and `second_order_selection` concludes that \(\langle\psi,V'\psi_1\rangle=0\) unless \(q+q'=0\). For given one-particle operators in a finite basis, this is the selection rule by which such terms in a phonon calculation pair \(q\) only with \(-q\).

## A lattice where the response is a plane wave

`response_wavevector_witness` exhibits a case on a periodic lattice of \(N\) sites; a nonzero \(q\) requires \(N\geq2\). Every entry of the average \(P\) is \(1/N\), so \(P^2=P\), and \(H=-NP\) has every entry equal to \(-1\). As a multiple of \(P\), \(H\) commutes with it, so `response_projected` applies here too. With \(e=-N\) and \(\alpha=N\),

\[
A=-NP+N+NP=N .
\]

The shifts permute the sites, so they are unitary and commute with \(P\) and \(H\). The potential is \(q(x)\), and \(q(x+R)=q(R)q(x)\) makes it monochromatic. Choose \(a\) with \(q(a)\neq1\). Then \(\sum_xq(x)=\sum_xq(x+a)=q(a)\sum_xq(x)\), so the sum is zero and \(Pq=0\). For the constant state \(\psi=1\), the equation becomes \(N\psi_1=-q\), with solution \(\psi_1=-q/N\). For the normalised state \(N^{-1/2}\), the response is \(-N^{-3/2}q(x)\).

## One unit cell for any phonon wavevector

In a phonon calculation, one writes \(\psi=e^{ik\cdot r}u\), \(V=e^{iq\cdot r}v\) and \(\psi_1=e^{i(k+q)\cdot r}u_1\), with \(u\), \(v\) and \(u_1\) lattice-periodic. The phases cancel, leaving

\[
(H_{k+q}-e+\alpha P_{k+q})\,u_1=-(1-P_{k+q})\,v\,u ,
\]

where \(H_{k+q}\) and \(P_{k+q}\) act on periodic functions. The equation is solved in the primitive cell, without a supercell that fits the phonon's wavelength. It needs the occupied states at \(k+q\) as well as at \(k\); when \(k+q\) is not on the original grid, they are computed in an additional run with the ground-state potential held fixed.
